# The SSH edge state in the surface Green function: end-site weight max(0, 1 − v²/w²)

Take a half-infinite SSH chain that starts with a complete cell, with hopping v inside a cell and w between cells. A code that solves its surface equation as a quadratic gets two roots. Suppose it keeps the root of smaller modulus. Near zero energy this works for v² > w², but for v² < w² it discards the edge state: as the energy goes to zero, the correct root diverges, while the wrong one vanishes. If the energy has a positive imaginary part, the sign of Im g selects the correct root in both cases.

## The root with Im g < 0 and its limit

The half-infinite chain has cells n = 0, 1, 2, …, each with an A site and a B site, and it starts with an A site. The real hopping is v inside a cell and w between cells, and all on-site energies are zero. Let g be the Green function on the end site at complex energy z. It obeys

g (z − v²/(z − w² g)) = 1.

For w ≠ 0 and z = iy with y > 0, exactly one solution has Im g < 0. It is g = −ic with

c = (D + S)/(2 y w²) > 0, where D = w² − v² − y² and S = √(D² + 4 y² w²),

and

y c → max(0, 1 − v²/w²) as y → 0⁺.

If the chain has a normalised zero-energy state, this limit is the probability of that state on the end site.

## A reference value for lead solvers at zero energy

Surface Green function codes often add a small imaginary part to the energy. At zero real energy that part is y, and the density of states on the end site, broadened by y, is −Im g/π = c/π. For this non-interacting chain with a two-site cell, the closed form gives a value of g to compare with a solver's output at each y, and the limit gives the weight of the edge peak.

## From the chain equations to the edge weight

**Surface equation.** Let H be the chain Hamiltonian, and put a source of strength 1 on the end site. Try amplitudes aₙ = g (ws)ⁿ on A and bₙ = s (ws)ⁿ on B. The end site and the B sites require

z g − v s = 1 and s (z − w² g) = v g.

The A site of cell n + 1 gives (ws)ⁿ⁺¹ (z g − v s − 1) = 0, which already holds. Eliminating s gives the surface equation.

**Quadratic.** Set z = iy and g = −ix, with x complex for now. Clearing the denominator gives

w² y x² + (y² + v² − w²) x − y = 0.

The number c above is a root, and it is positive because S > |D|. The product of the roots is −1/w², so the other root is −1/(w² c). Since Re x = −Im g, the condition Im g < 0 means Re x > 0, and only x = c remains.

**Limit.** Multiplying c by y removes the singular factor:

y c = (D + S)/(2 w²) → (w² − v² + |w² − v²|)/(2 w²) = max(0, 1 − v²/w²).

The absolute value matters. Replacing √((w² − v²)²) by w² − v² gives 1 − v²/w² in every case, which is a negative weight when v² > w².

**Zero modes.** On the A sites, Hψ = 0 reads v b₀ = 0 and v bₙ₊₁ + w bₙ = 0. If v ≠ 0, every bₙ vanishes by induction from the end; if v = 0, the second equation gives bₙ = 0 directly. On the B sites, v aₙ + w aₙ₊₁ = 0, so aₙ = a₀ (−v/w)ⁿ. Normalisation requires

|a₀|² Σₙ (v²/w²)ⁿ = 1.

The series converges only for v² < w², and then |a₀|² = 1 − v²/w².

**The case v = 0.** The end site is isolated, so g = 1/z, c = 1/y and y c = 1 for every y. The edge state sits entirely on the end site.

## The Lean file

```lean
import Mathlib

open Filter Topology Complex

namespace SSHEdgeState

noncomputable section

/-- The SSH Hamiltonian on the A site of cell `n` of a half-infinite chain that starts with an
A site: hopping `v` inside a cell and `w` between cells. -/
def chainA (v w : ℝ) (b : ℕ → ℂ) : ℕ → ℂ
  | 0 => v * b 0
  | n + 1 => v * b (n + 1) + w * b n

/-- The SSH Hamiltonian on the B site of cell `n`. -/
def chainB (v w : ℝ) (a : ℕ → ℂ) (n : ℕ) : ℂ := v * a n + w * a (n + 1)

/-- The amplitudes `a`, `b` on the two sublattices solve `H ψ = 0`. -/
def IsZeroMode (v w : ℝ) (a b : ℕ → ℂ) : Prop :=
  ∀ n, chainA v w b n = 0 ∧ chainB v w a n = 0

/-- The self-consistent equation for the surface Green function `g` at energy `z`,
meant for `z - w² g ≠ 0`. -/
def SurfaceEq (v w : ℝ) (z g : ℂ) : Prop :=
  g * (z - (v : ℂ) ^ 2 / (z - (w : ℂ) ^ 2 * g)) = 1

/-- The closed form of `c` in `g = -i c` at energy `i y`, for nonzero `y` and `w`. -/
def edgeC (v w y : ℝ) : ℝ :=
  (w ^ 2 - v ^ 2 - y ^ 2 + √((w ^ 2 - v ^ 2 - y ^ 2) ^ 2 + 4 * y ^ 2 * w ^ 2)) / (2 * y * w ^ 2)

/-- If `g` solves the surface equation with `z - w² g ≠ 0`, then a geometric wave with amplitude
`g` on the end site solves `(z - H) ψ = δ`, with the source on the end site. -/
theorem surface_solution_solves_chain (v w : ℝ) (z g s : ℂ)
    (hD : z - (w : ℂ) ^ 2 * g ≠ 0) (h : SurfaceEq v w z g)
    (hs : s = v * g / (z - (w : ℂ) ^ 2 * g)) (n : ℕ) :
    z * (g * (w * s) ^ n) - chainA v w (fun k => s * (w * s) ^ k) n = (if n = 0 then 1 else 0) ∧
    z * (s * (w * s) ^ n) - chainB v w (fun k => g * (w * s) ^ k) n = 0 := by
  have h1 : z * g - v * s = 1 := by
    unfold SurfaceEq at h
    rw [hs]
    linear_combination h
  have h2 : s * (z - (w : ℂ) ^ 2 * g) = v * g := by
    rw [hs]
    exact div_mul_cancel₀ _ hD
  constructor
  · cases n with
    | zero => simpa [chainA] using h1
    | succ n =>
      rw [if_neg (Nat.succ_ne_zero n)]
      simp only [chainA]
      linear_combination (w * s) ^ (n + 1) * h1
  · simp only [chainB]
    linear_combination (w * s) ^ n * h2

/-- For `w ≠ 0` and `y > 0` the closed form is positive and solves the quadratic equation
that the surface equation becomes on the imaginary axis. -/
theorem edgeC_spec (v : ℝ) {w y : ℝ} (hw : w ≠ 0) (hy : 0 < y) :
    0 < edgeC v w y ∧
    w ^ 2 * y * edgeC v w y ^ 2 + (y ^ 2 + v ^ 2 - w ^ 2) * edgeC v w y - y = 0 := by
  have hpos : 0 < 2 * y * w ^ 2 := by positivity
  have hyw : 0 < 4 * y ^ 2 * w ^ 2 := by positivity
  have hc : edgeC v w y * (2 * y * w ^ 2) = w ^ 2 - v ^ 2 - y ^ 2 +
      √((w ^ 2 - v ^ 2 - y ^ 2) ^ 2 + 4 * y ^ 2 * w ^ 2) := by
    unfold edgeC
    exact div_mul_cancel₀ _ hpos.ne'
  have hS := Real.sq_sqrt
    (show 0 ≤ (w ^ 2 - v ^ 2 - y ^ 2) ^ 2 + 4 * y ^ 2 * w ^ 2 by positivity)
  have hS0 := Real.sqrt_nonneg ((w ^ 2 - v ^ 2 - y ^ 2) ^ 2 + 4 * y ^ 2 * w ^ 2)
  generalize √((w ^ 2 - v ^ 2 - y ^ 2) ^ 2 + 4 * y ^ 2 * w ^ 2) = S at hc hS hS0
  generalize edgeC v w y = c at hc ⊢
  constructor
  · -- the square root exceeds the modulus of the other term
    have hnum : 0 < w ^ 2 - v ^ 2 - y ^ 2 + S := by
      by_contra hn
      have h1 : 0 ≤ -(w ^ 2 - v ^ 2 - y ^ 2 + S) := by linarith
      have h2 : 0 ≤ S - (w ^ 2 - v ^ 2 - y ^ 2) := by linarith
      have h3 := mul_nonneg h1 h2
      linarith
    rw [← hc] at hnum
    exact pos_of_mul_pos_left hnum hpos.le
  · have h4 : 4 * y * w ^ 2 ≠ 0 := by positivity
    apply mul_left_cancel₀ h4
    linear_combination hS + (c * (2 * y * w ^ 2) + S - (w ^ 2 - v ^ 2 - y ^ 2)) * hc

/-- For `w ≠ 0` and `y > 0`, a number `g` in the lower half-plane solves the surface equation at
energy `i y` exactly when `g = -i c`. -/
theorem surfaceEq_iff (v : ℝ) {w y : ℝ} (hw : w ≠ 0) (hy : 0 < y) {g : ℂ} (hg : g.im < 0) :
    SurfaceEq v w (I * y) g ↔ g = -I * (edgeC v w y : ℂ) := by
  obtain ⟨hc, hq⟩ := edgeC_spec v hw hy
  generalize edgeC v w y = c at hc hq ⊢
  have hqC : (w : ℂ) ^ 2 * y * c ^ 2 + ((y : ℂ) ^ 2 + v ^ 2 - w ^ 2) * c - y = 0 := by
    exact_mod_cast hq
  have hw2 : 0 < w ^ 2 := by positivity
  -- the inner denominator has positive imaginary part
  have hD : I * (y : ℂ) - (w : ℂ) ^ 2 * g ≠ 0 := by
    intro h
    have h1 := congrArg Complex.im h
    rw [← Complex.ofReal_pow, Complex.sub_im, Complex.I_mul_im, Complex.ofReal_re,
      Complex.im_ofReal_mul, Complex.zero_im] at h1
    have h2 := mul_neg_of_pos_of_neg hw2 hg
    linarith
  have e := div_mul_cancel₀ ((v : ℂ) ^ 2) hD
  unfold SurfaceEq
  constructor
  · intro h
    have hp : g * (I * y * (I * y - (w : ℂ) ^ 2 * g) - (v : ℂ) ^ 2)
        = I * y - (w : ℂ) ^ 2 * g := by
      linear_combination (I * y - (w : ℂ) ^ 2 * g) * h + g * e
    -- the quadratic factorises; the second root lies in the upper half-plane
    have hf : (I * g - c) * ((w : ℂ) ^ 2 * y * c * (I * g) + y) = 0 := by
      linear_combination (-I * c) * hp - I * g * hqC + (I * c * y ^ 2 * g - c * y) * Complex.I_sq
    rcases mul_eq_zero.1 hf with h1 | h1
    · linear_combination (-I) * h1 + g * Complex.I_sq
    · exfalso
      have h2 : ((w ^ 2 * y * c : ℝ) : ℂ) * (I * g) + (y : ℂ) = 0 := by
        push_cast
        exact h1
      have h3 := congrArg Complex.re h2
      rw [Complex.add_re, Complex.re_ofReal_mul, Complex.I_mul_re, Complex.ofReal_re,
        Complex.zero_re] at h3
      have h4 := mul_neg_of_pos_of_neg (show 0 < w ^ 2 * y * c by positivity) hg
      linarith
  · intro h
    have hp : g * (I * y * (I * y - (w : ℂ) ^ 2 * g) - (v : ℂ) ^ 2)
        = I * y - (w : ℂ) ^ 2 * g := by
      rw [h]
      linear_combination I * hqC + (-I * y ^ 2 * c - I * y * w ^ 2 * c ^ 2) * Complex.I_sq
    apply mul_right_cancel₀ hD
    linear_combination hp - g * e

/-- SSH edge state in the surface Green function: for `w ≠ 0` and each `y > 0` the surface
equation at `i y` has the unique lower half-plane solution `g = -i c` with `c > 0`, and `y c`
tends to `max(0, 1 - v²/w²)` as `y` tends to zero from above. -/
theorem ssh_edge_state (v : ℝ) {w : ℝ} (hw : w ≠ 0) :
    (∀ y : ℝ, 0 < y → 0 < edgeC v w y ∧
      ∀ g : ℂ, g.im < 0 → (SurfaceEq v w (I * y) g ↔ g = -I * (edgeC v w y : ℂ))) ∧
    Tendsto (fun y => y * edgeC v w y) (𝓝[>] 0) (𝓝 (max 0 (1 - v ^ 2 / w ^ 2))) := by
  refine ⟨fun y hy => ⟨(edgeC_spec v hw hy).1, fun g hg => surfaceEq_iff v hw hy hg⟩, ?_⟩
  have hw2 : 0 < w ^ 2 := by positivity
  -- `y c` extends continuously to `y = 0`
  have hcont : Continuous (fun y : ℝ => (w ^ 2 - v ^ 2 - y ^ 2 +
      √((w ^ 2 - v ^ 2 - y ^ 2) ^ 2 + 4 * y ^ 2 * w ^ 2)) / (2 * w ^ 2)) :=
    Continuous.div_const (by fun_prop) _
  have h0 : (w ^ 2 - v ^ 2 - (0 : ℝ) ^ 2 +
      √((w ^ 2 - v ^ 2 - (0 : ℝ) ^ 2) ^ 2 + 4 * (0 : ℝ) ^ 2 * w ^ 2)) / (2 * w ^ 2)
      = max 0 (1 - v ^ 2 / w ^ 2) := by
    have e : (w ^ 2 - v ^ 2 - (0 : ℝ) ^ 2) ^ 2 + 4 * (0 : ℝ) ^ 2 * w ^ 2
        = (w ^ 2 - v ^ 2) ^ 2 := by ring
    rw [e, Real.sqrt_sq_eq_abs]
    rcases le_total (v ^ 2) (w ^ 2) with h | h
    · have h1 := div_mul_cancel₀ (v ^ 2) hw2.ne'
      rw [abs_of_nonneg (by linarith), max_eq_right (sub_nonneg.2 ((div_le_one hw2).2 h)),
        div_eq_iff (by positivity)]
      linear_combination 2 * h1
    · rw [abs_of_nonpos (by linarith), max_eq_left (sub_nonpos.2 ((one_le_div hw2).2 h))]
      ring
  have ht := (hcont.tendsto 0).mono_left (nhdsWithin_le_nhds (s := Set.Ioi 0))
  rw [h0] at ht
  refine ht.congr' ?_
  filter_upwards [self_mem_nhdsWithin] with y hy
  have hy0 : y ≠ 0 := (Set.mem_Ioi.1 hy).ne'
  unfold edgeC
  rw [show 2 * y * w ^ 2 = y * (2 * w ^ 2) by ring, ← mul_div_assoc, mul_div_mul_left _ _ hy0]

/-- For `w ≠ 0` the zero modes are exactly the states that vanish on sublattice B and change by
the factor `-v/w` from cell to cell on sublattice A. -/
theorem isZeroMode_iff (v : ℝ) {w : ℝ} (hw : w ≠ 0) (a b : ℕ → ℂ) :
    IsZeroMode v w a b ↔ (∀ n, b n = 0) ∧ ∀ n, a n = a 0 * (-((v : ℂ) / w)) ^ n := by
  have hwC : (w : ℂ) ≠ 0 := Complex.ofReal_ne_zero.2 hw
  have hq : (w : ℂ) * (-((v : ℂ) / w)) = -v := by
    rw [mul_neg, mul_comm, div_mul_cancel₀ _ hwC]
  generalize -((v : ℂ) / w) = q at hq ⊢
  constructor
  · intro h
    constructor
    · intro n
      by_cases hv : v = 0
      · simpa [chainA, hv, hw] using (h (n + 1)).1
      · induction n with
        | zero => simpa [chainA, hv] using (h 0).1
        | succ n ih => simpa [chainA, hv, ih] using (h (n + 1)).1
    · intro n
      induction n with
      | zero => simp
      | succ n ih =>
        have h1 : (v : ℂ) * a n + w * a (n + 1) = 0 := (h n).2
        apply mul_left_cancel₀ hwC
        linear_combination h1 - v * ih - a 0 * q ^ n * hq
  · rintro ⟨hb, ha⟩ n
    constructor
    · cases n <;> simp [chainA, hb]
    · unfold chainB
      linear_combination v * ha n + w * ha (n + 1) + a 0 * q ^ n * hq

/-- The squared modulus of the amplitude `x (-v/w)ⁿ` is `|x|² (v²/w²)ⁿ`. -/
theorem norm_sq_mode (v w : ℝ) (x : ℂ) (n : ℕ) :
    ‖x * (-((v : ℂ) / w)) ^ n‖ ^ 2 = ‖x‖ ^ 2 * (v ^ 2 / w ^ 2) ^ n := by
  have h : ‖-((v : ℂ) / w)‖ ^ 2 = v ^ 2 / w ^ 2 := by
    rw [norm_neg, norm_div, Complex.norm_real, Complex.norm_real, Real.norm_eq_abs,
      Real.norm_eq_abs, div_pow, sq_abs, sq_abs]
  rw [norm_mul, norm_pow, ← h]
  ring

/-- For `w ≠ 0`, a normalised zero mode exists only if `v² < w²`, and its probability on the
end site is `1 - v²/w²`. -/
theorem zeroMode_weight {v w : ℝ} (hw : w ≠ 0) {a b : ℕ → ℂ} (h : IsZeroMode v w a b)
    (hn : HasSum (fun n => ‖a n‖ ^ 2 + ‖b n‖ ^ 2) 1) :
    v ^ 2 < w ^ 2 ∧ ‖a 0‖ ^ 2 = 1 - v ^ 2 / w ^ 2 := by
  obtain ⟨hb, ha⟩ := (isZeroMode_iff v hw a b).1 h
  have e : (fun n => ‖a n‖ ^ 2 + ‖b n‖ ^ 2) = fun n => ‖a 0‖ ^ 2 * (v ^ 2 / w ^ 2) ^ n := by
    funext n
    rw [← norm_sq_mode, ← ha n, hb n]
    simp
  rw [e] at hn
  have hne : ‖a 0‖ ^ 2 ≠ 0 := by
    intro h0
    have h1 : HasSum (fun n : ℕ => ‖a 0‖ ^ 2 * (v ^ 2 / w ^ 2) ^ n) 0 := by
      simp only [h0, zero_mul]
      exact hasSum_zero
    exact one_ne_zero (hn.unique h1)
  -- a summable geometric series has ratio below one
  have hr0 : 0 ≤ v ^ 2 / w ^ 2 := by positivity
  have hr := summable_geometric_iff_norm_lt_one.1 ((summable_mul_left_iff hne).1 hn.summable)
  rw [Real.norm_of_nonneg hr0] at hr
  have hs := hn.unique ((hasSum_geometric_of_lt_one hr0 hr).mul_left (‖a 0‖ ^ 2))
  have h1r : 1 - v ^ 2 / w ^ 2 ≠ 0 := by linarith
  refine ⟨(div_lt_one (by positivity)).1 hr, ?_⟩
  have h2 := (eq_mul_inv_iff_mul_eq₀ h1r).1 hs
  linarith

/-- For `v² < w²` the mode with A amplitudes `√(1 - v²/w²) (-v/w)ⁿ` and no B amplitude is a
normalised zero mode. -/
theorem zeroMode_witness {v w : ℝ} (h : v ^ 2 < w ^ 2) :
    IsZeroMode v w (fun n => (√(1 - v ^ 2 / w ^ 2) : ℂ) * (-((v : ℂ) / w)) ^ n) (fun _ => 0) ∧
    HasSum (fun n : ℕ => ‖(√(1 - v ^ 2 / w ^ 2) : ℂ) * (-((v : ℂ) / w)) ^ n‖ ^ 2
      + ‖(0 : ℂ)‖ ^ 2) 1 := by
  have hw2 : 0 < w ^ 2 := lt_of_le_of_lt (sq_nonneg v) h
  have hw : w ≠ 0 := fun h0 => by simp [h0] at hw2
  have hr0 : 0 ≤ v ^ 2 / w ^ 2 := by positivity
  have hr : v ^ 2 / w ^ 2 < 1 := (div_lt_one hw2).2 h
  constructor
  · exact (isZeroMode_iff v hw _ _).2 ⟨fun _ => rfl, fun n => by simp⟩
  · have hs := (hasSum_geometric_of_lt_one hr0 hr).mul_left (1 - v ^ 2 / w ^ 2)
    rw [mul_inv_cancel₀ (by linarith)] at hs
    have e : (fun n : ℕ => ‖(√(1 - v ^ 2 / w ^ 2) : ℂ) * (-((v : ℂ) / w)) ^ n‖ ^ 2
        + ‖(0 : ℂ)‖ ^ 2) = fun n => (1 - v ^ 2 / w ^ 2) * (v ^ 2 / w ^ 2) ^ n := by
      funext n
      rw [norm_sq_mode, Complex.norm_real, Real.norm_eq_abs, sq_abs,
        Real.sq_sqrt (by linarith), norm_zero]
      ring
    rw [e]
    exact hs

/-- For `w ≠ 0` and a normalised zero mode, the limit of `y c` as `y` tends to zero from above
is the probability of that mode on the end site. -/
theorem residue_eq_end_site_probability {v w : ℝ} (hw : w ≠ 0) {a b : ℕ → ℂ}
    (h : IsZeroMode v w a b) (hn : HasSum (fun n => ‖a n‖ ^ 2 + ‖b n‖ ^ 2) 1) :
    Tendsto (fun y => y * edgeC v w y) (𝓝[>] 0) (𝓝 (‖a 0‖ ^ 2)) := by
  have h1 := (zeroMode_weight hw h hn).2
  have h2 := (ssh_edge_state v hw).2
  rwa [← h1, max_eq_right (sq_nonneg _)] at h2

end

end SSHEdgeState
```

```lean
#print axioms SSHEdgeState.surface_solution_solves_chain
#print axioms SSHEdgeState.ssh_edge_state
#print axioms SSHEdgeState.residue_eq_end_site_probability
```

```
'SSHEdgeState.surface_solution_solves_chain' depends on axioms: [propext, Classical.choice, Quot.sound]
'SSHEdgeState.ssh_edge_state' depends on axioms: [propext, Classical.choice, Quot.sound]
'SSHEdgeState.residue_eq_end_site_probability' depends on axioms: [propext, Classical.choice, Quot.sound]
```

## Physical content of the definitions and hypotheses

`chainA` and `chainB` give the action of H on the two sublattices, with amplitudes `a` and `b` as functions from ℕ to ℂ. `IsZeroMode` says Hψ = 0 without requiring normalisation, which enters separately as a `HasSum` with value 1. `SurfaceEq` is the surface equation, and `edgeC` is c.

The main theorem, `ssh_edge_state`, allows any real `v` and any nonzero `w`. Its first part says that, for each y > 0, c is positive and a number `g` with `g.im < 0` solves the surface equation exactly when it equals −ic. Its second part is the limit, where `𝓝[>] 0` means that y approaches zero from above.

The condition `g.im < 0` is assumed. It stands for a positive density of states on the end site at energies above the real axis. Together with y > 0 it keeps z − w² g away from zero, so Lean's convention for division by zero plays no part in the uniqueness statement.

## How the algebra is checked

`surface_solution_solves_chain` substitutes the geometric wave into the chain equations, treating the end cell and the later cells separately. `edgeC_spec` proves that c is positive and solves the quadratic. It gets the sign from S² − D² = 4y²w² > 0.

`surfaceEq_iff` clears the denominator and factorises the quadratic, with `linear_combination` checking the identities. The real part of the second factor then contradicts `g.im < 0`. For the limit, `ssh_edge_state` extends y c continuously to y = 0 and treats v² ≤ w² and w² ≤ v² separately.

`isZeroMode_iff` carries out the two sublattice arguments, and `norm_sq_mode` gives the squared moduli of the amplitudes. `zeroMode_weight` sums the geometric series, which yields both v² < w² and the end-site probability. `zeroMode_witness` supplies a normalised mode whenever v² < w². `residue_eq_end_site_probability` joins this weight to the limit.

## Energies, disorder and the resolvent

The uniqueness and the limit are proved on the positive imaginary axis only; nonzero real energies, disorder, interactions and finite chains are not treated. The link between g and the chain is the geometric solution of (z − H)ψ = δ, where δ is the unit source on the end site. The file does not show that this wave decays, which is needed to identify g with a matrix element of the resolvent on square-summable states. For g = −ic the decay follows from

(ws)² = (1 − y c) · w² c/(y + w² c) < 1.
